# A half-translation symmetry forces two Bloch bands to touch

Some constructions of Wannier functions and Berry phases treat a group of $r$ bands as isolated: a gap separates the group from the other bands at every $k$. In a non-interacting model with one crystal momentum $k$, an $n$-fold screw symmetry with a translation of $1/n$ of the lattice period restricts the size of such a group: $r$ must be a multiple of $n$.

Let $S(k)$ be the matrix of the screw, with $S(k)^n=e^{ik}\mathbb 1$ and $n\ge1$, and let $P(k)$ project onto the $r$ bands. If both are continuous and $2\pi$-periodic and commute at each $k$, then

$$\det\bigl(P(k)S(k)+\mathbb 1-P(k)\bigr)^n=e^{irk},\qquad\text{hence}\qquad n\mid r .$$

For $n=2$ and a Hermitian $2\times2$ matrix $H(k)$, also continuous, $2\pi$-periodic and commuting with $S(k)$, it follows that $H(k)=E\,\mathbb 1$ for some $k$ and some real $E$.

## Band windows and gaps on a k-grid

A window of $r$ bands that violates $n\mid r$ can be ruled out as an isolated group before any diagonalisation, because its projector must break one of the conditions above. In the two-band case with exact symmetry, a positive minimum gap on a k-grid means only that the grid missed every touching point. The gap tends to zero as the grid is refined towards such a point, so a routine that divides by it can become numerically unstable there, even if the quotient has a finite limit.

## The determinant that counts bands

**A periodic root.** Let $f$ be continuous with $f(2\pi)=f(0)$ and $f(k)^n=e^{irk}$. Put $g(k)=f(k)e^{-irk/n}$. Then $g(k)^n=1$, so $g$ is continuous with finitely many possible values, and is therefore constant. Comparing $k=2\pi$ with $k=0$ gives $f(0)e^{-2\pi ir/n}=f(0)$. Since $f(0)^n=1$, $f(0)$ is not zero, so $e^{-2\pi ir/n}=1$ and $n\mid r$.

**Powers on the band space.** At fixed $k$ write $Q=\mathbb 1-P$. From $P^2=P$ and $PS=SP$ we get $PSQ=SPQ=0$ and $QPS=0$, so the cross terms vanish:

$$(PS+Q)^n=(PS)^n+Q^n=PS^n+Q .$$

**The determinant.** Write $P=AB$ with $BA=\mathbb 1_r$, where the columns of $A$ are the band states. For any complex $z$,

$$\det(zP+Q)=\det\bigl(\mathbb 1+(z-1)AB\bigr)=\det\bigl(\mathbb 1_r+(z-1)BA\bigr)=z^r .$$

**Counting.** Take $f(k)=\det(P(k)S(k)+Q(k))$, which is continuous and periodic. Then $f^n=\det(PS^n+Q)=\det(e^{ik}P+Q)=e^{irk}$, and the first step gives $n\mid r$.

## Two bands that cannot separate

Number the matrix entries from 0, and let

$$\Delta=\sqrt{\tfrac14|H_{00}-H_{11}|^2+|H_{01}|^2}.$$

The eigenvalues of $H$ are $\tfrac12\operatorname{tr}H\pm\Delta$. If $\Delta=0$ at some $k$, then $H_{00}=H_{11}$ and $H_{01}=H_{10}=0$, so $H$ is a real scalar matrix there.

Suppose instead that $\Delta$ never vanishes. With $X=H-\tfrac12(\operatorname{tr}H)\mathbb 1$, the upper-band projector is

$$P=\tfrac12\left(\mathbb 1+X/\Delta\right).$$

It is continuous and periodic, and it commutes with $S$. Since $\operatorname{tr}X=0$ and $\det X=-\Delta^2$, we have $\operatorname{tr}P=1$ and $\det P=\tfrac14(1+\det X/\Delta^2)=0$. A singular $2\times2$ matrix is a column times a row, $P=uv^{T}$, and the trace gives $v^{T}u=1$. So $P$ projects onto one state, and the counting rule with $n=2$, $r=1$ would require $2\mid1$, a contradiction.

## Lean source for the counting rule and the touching point

```lean
import Mathlib

open Matrix ComplexConjugate

namespace ScrewBands

noncomputable section

local notation "M₂" => Matrix (Fin 2) (Fin 2) ℂ

/-- The Bloch phase `exp(ik)` of a full lattice translation. -/
def phase (k : ℝ) : ℂ := Complex.exp (k * Complex.I)

/-- `P` projects onto `r` independent states, the columns of `A`, whose biorthogonal
partners are the rows of `B`. -/
def IsBandProjector {d : Type*} [Fintype d] (r : ℕ) (P : Matrix d d ℂ) : Prop :=
  ∃ (A : Matrix d (Fin r) ℂ) (B : Matrix (Fin r) d ℂ), B * A = 1 ∧ P = A * B

/-- If a continuous function with equal values at `0` and `2π` has `n`-th power `exp(irk)`,
with `n` positive, then `n` divides the winding number `r`. -/
theorem dvd_of_periodic_root {n r : ℕ} (hn : 0 < n) {f : ℝ → ℂ} (hf : Continuous f)
    (hper : f (2 * Real.pi) = f 0) (hpow : ∀ k, f k ^ n = phase k ^ r) : n ∣ r := by
  have hn' : (n : ℂ) ≠ 0 := by exact_mod_cast hn.ne'
  obtain ⟨c, hc⟩ : ∃ c : ℂ, n * c = -(r * Complex.I) :=
    ⟨-(r * Complex.I) / n, by field_simp⟩
  -- Dividing out the fractional winding leaves an `n`-th root of unity.
  have hg : Continuous fun k : ℝ => f k * Complex.exp (k * c) := by fun_prop
  have hgn : ∀ k : ℝ, (f k * Complex.exp (k * c)) ^ n = 1 := by
    intro k
    have e : (r : ℂ) * (k * Complex.I) + n * (k * c) = 0 := by
      linear_combination (k : ℂ) * hc
    rw [mul_pow, hpow, phase, ← Complex.exp_nat_mul, ← Complex.exp_nat_mul,
      ← Complex.exp_add, e, Complex.exp_zero]
  have hT : {z : ℂ | z ^ n = 1}.Finite :=
    (Polynomial.nthRoots n (1 : ℂ)).toFinset.finite_toSet.subset fun z hz =>
      Finset.mem_coe.2 (Multiset.mem_toFinset.2 ((Polynomial.mem_nthRoots hn).2 hz))
  have : Finite {z : ℂ | z ^ n = 1} := hT.to_subtype
  -- A continuous function with finitely many values is constant.
  have h := isPreconnected_univ.constant_of_mapsTo (T := {z : ℂ | z ^ n = 1})
    ⟨inferInstance⟩ hg.continuousOn (fun k _ => hgn k)
    (Set.mem_univ (2 * Real.pi)) (Set.mem_univ (0 : ℝ))
  simp only [hper] at h
  have hf0 : f 0 ≠ 0 := by
    intro h0
    have h1 := hpow 0
    simp [h0, phase, hn.ne'] at h1
  have h1 : Complex.exp (((2 * Real.pi : ℝ) : ℂ) * c) = 1 := by
    apply mul_left_cancel₀ hf0
    rw [h]
    simp
  obtain ⟨m, hm⟩ := Complex.exp_eq_one_iff.1 h1
  have hpi : (Real.pi : ℂ) ≠ 0 := by exact_mod_cast Real.pi_ne_zero
  push_cast at hm
  have hcm : c = m * Complex.I := by
    apply mul_left_cancel₀ (mul_ne_zero two_ne_zero hpi)
    linear_combination hm
  have hr : (r : ℂ) = -(n * m) := by
    apply mul_right_cancel₀ Complex.I_ne_zero
    rw [hcm] at hc
    linear_combination hc
  have hz : (r : ℤ) = n * (-m) := by
    rw [mul_neg]
    exact_mod_cast hr
  exact Int.natCast_dvd_natCast.1 ⟨-m, hz⟩

/-- For an idempotent `P` commuting with `S`, powers of `S` restricted to the range of `P`
(and set to the identity on its kernel) are the restrictions of the powers of `S`. -/
theorem restricted_pow {d : Type*} [Fintype d] [DecidableEq d] {P S : Matrix d d ℂ}
    (hP : P * P = P) (hc : P * S = S * P) (n : ℕ) :
    (P * S + (1 - P)) ^ n = P * S ^ n + (1 - P) := by
  induction n with
  | zero => simp
  | succ n ih =>
    have hcn : P * S ^ n = S ^ n * P := Commute.pow_right hc n
    have h1 : P * S ^ n * P = P * S ^ n := by
      rw [mul_assoc, ← hcn, ← mul_assoc, hP]
    rw [pow_succ, ih, pow_succ, ← mul_assoc]
    generalize S ^ n = T at h1 ⊢
    calc (P * T + (1 - P)) * (P * S + (1 - P))
        = P * T * P * S + (P * T - P * T * P) + (P * S - P * P * S)
          + (1 - P - P + P * P) := by noncomm_ring
      _ = P * T * S + (1 - P) := by rw [h1, hP]; noncomm_ring

/-- Multiplying the range of a rank-`r` projector by `z`, and leaving its kernel alone,
has determinant `z ^ r`. -/
theorem det_phase {d : Type*} [Fintype d] [DecidableEq d] {r : ℕ} {P : Matrix d d ℂ}
    (hP : IsBandProjector r P) (z : ℂ) : (z • P + (1 - P)).det = z ^ r := by
  obtain ⟨A, B, hBA, rfl⟩ := hP
  have h1 : z • (A * B) + (1 - A * B) = 1 + ((z - 1) • A) * B := by
    rw [Matrix.smul_mul]
    module
  have h2 : (1 : Matrix (Fin r) (Fin r) ℂ) + (z - 1) • 1 = z • 1 := by module
  rw [h1, det_one_add_mul_comm, Matrix.mul_smul, hBA, h2]
  simp

/-- Band counting for an `n`-fold screw, `n` positive: if `S(k)^n = exp(ik)` and the projector
onto `r` bands commutes with `S(k)`, both being continuous and `2π`-periodic in `k`,
then `r` is a multiple of `n`. -/
theorem screw_dvd_band_number {d : Type*} [Fintype d] [DecidableEq d] {n r : ℕ}
    (hn : 0 < n) {P S : ℝ → Matrix d d ℂ} (hP : Continuous P) (hS : Continuous S)
    (hPp : Function.Periodic P (2 * Real.pi)) (hSp : Function.Periodic S (2 * Real.pi))
    (hc : ∀ k, P k * S k = S k * P k) (hpow : ∀ k, S k ^ n = phase k • 1)
    (hr : ∀ k, IsBandProjector r (P k)) : n ∣ r := by
  -- The determinant of the screw on the bands is an `n`-th root of `exp(irk)`.
  apply dvd_of_periodic_root hn (f := fun k => (P k * S k + (1 - P k)).det)
  · exact ((hP.matrix_mul hS).add (continuous_const.sub hP)).matrix_det
  · simp only [hPp.eq, hSp.eq]
  · intro k
    have hid : P k * P k = P k := by
      obtain ⟨A, B, hBA, h⟩ := hr k
      rw [h, Matrix.mul_assoc, ← Matrix.mul_assoc B, hBA, Matrix.one_mul]
    change (P k * S k + (1 - P k)).det ^ n = _
    rw [← det_pow, restricted_pow hid (hc k), hpow, Matrix.mul_smul, Matrix.mul_one,
      det_phase (hr k)]

/-- Half the splitting of the two levels of a Hermitian 2 x 2 matrix. -/
def halfGap (M : M₂) : ℝ := √(‖M 0 0 - M 1 1‖ ^ 2 / 4 + ‖M 0 1‖ ^ 2)

/-- The projector onto the upper level of a Hermitian 2 x 2 matrix with `halfGap M ≠ 0`. -/
def upperBand (M : M₂) : M₂ :=
  (1 / 2 : ℂ) • (1 + (halfGap M : ℂ)⁻¹ • (M - (M.trace / 2) • 1))

/-- A 2 x 2 matrix with trace one and determinant zero projects onto a single state. -/
theorem isBandProjector_one {P : M₂} (htr : P.trace = 1) (hdet : P.det = 0) :
    IsBandProjector 1 P := by
  rw [trace_fin_two] at htr
  rw [det_fin_two] at hdet
  -- A singular 2 x 2 matrix is a column times a row.
  obtain ⟨a, b, c, e, h1, h2, h3, h4⟩ : ∃ a b c e : ℂ,
      a * c = P 0 0 ∧ a * e = P 0 1 ∧ b * c = P 1 0 ∧ b * e = P 1 1 := by
    by_cases h : P 0 0 = 0
    · refine ⟨P 0 1, 1, P 1 0, 1, ?_, mul_one _, one_mul _, ?_⟩
      · linear_combination -hdet + (P 1 1 - 1) * h
      · linear_combination h - htr
    · refine ⟨1, P 1 0 / P 0 0, P 0 0, P 0 1, one_mul _, one_mul _, div_mul_cancel₀ _ h, ?_⟩
      rw [div_mul_eq_mul_div, div_eq_iff h]
      linear_combination -hdet
  refine ⟨Matrix.of fun i _ => ![a, b] i, Matrix.of fun _ j => ![c, e] j, ?_, ?_⟩
  · ext i j
    obtain rfl := Subsingleton.elim i j
    rw [Matrix.mul_apply, Fin.sum_univ_two, one_apply_eq]
    change c * a + e * b = 1
    linear_combination h1 + h4 + htr
  · ext i j
    rw [Matrix.mul_apply, Fin.sum_univ_one]
    fin_cases i <;> fin_cases j
    exacts [h1.symm, h2.symm, h3.symm, h4.symm]

/-- If the two levels of a Hermitian 2 x 2 matrix are split, `upperBand` projects onto
a single state. -/
theorem upperBand_isBandProjector {M : M₂} (hM : M.IsHermitian) (hg : halfGap M ≠ 0) :
    IsBandProjector 1 (upperBand M) := by
  have hgc : (halfGap M : ℂ) ≠ 0 := by exact_mod_cast hg
  have h10 : conj (M 0 1) = M 1 0 := hM.apply 1 0
  have hr : conj (M 0 0 - M 1 1) = M 0 0 - M 1 1 := by
    rw [map_sub]
    exact congrArg₂ (· - ·) (hM.apply 0 0) (hM.apply 1 1)
  have h : halfGap M ^ 2 = ‖M 0 0 - M 1 1‖ ^ 2 / 4 + ‖M 0 1‖ ^ 2 :=
    Real.sq_sqrt (by positivity)
  have hsq : (halfGap M : ℂ) ^ 2 = (‖M 0 0 - M 1 1‖ : ℂ) ^ 2 / 4 + (‖M 0 1‖ : ℂ) ^ 2 := by
    exact_mod_cast h
  rw [← Complex.mul_conj', ← Complex.mul_conj', hr, h10] at hsq
  have hc : (halfGap M : ℂ)⁻¹ ^ 2 *
      ((M 0 0 - M 1 1) * (M 0 0 - M 1 1) / 4 + M 0 1 * M 1 0) = 1 := by
    rw [← hsq, ← mul_pow, inv_mul_cancel₀ hgc, one_pow]
  have h01 : (1 : M₂) 0 1 = 0 := by simp
  have h10' : (1 : M₂) 1 0 = 0 := by simp
  apply isBandProjector_one
  · simp only [upperBand, trace_fin_two, Matrix.smul_apply, Matrix.add_apply,
      Matrix.sub_apply, one_apply_eq, smul_eq_mul]
    ring
  · simp only [upperBand, det_fin_two, trace_fin_two, Matrix.smul_apply, Matrix.add_apply,
      Matrix.sub_apply, one_apply_eq, h01, h10', smul_eq_mul]
    linear_combination (-1 / 4 : ℂ) * hc

/-- Forced band touching: if a Hermitian two-band `H(k)` commutes with `S(k)`, where
`S(k)^2 = exp(ik)` and both are continuous and `2π`-periodic, then `H(k)` is a real multiple
of the identity at some `k`. -/
theorem screw_forces_touching {H S : ℝ → M₂} (hH : Continuous H) (hS : Continuous S)
    (hHp : Function.Periodic H (2 * Real.pi)) (hSp : Function.Periodic S (2 * Real.pi))
    (hherm : ∀ k, (H k).IsHermitian) (hc : ∀ k, H k * S k = S k * H k)
    (hsq : ∀ k, S k ^ 2 = phase k • 1) : ∃ k, ∃ E : ℝ, H k = (E : ℂ) • 1 := by
  by_contra hcon
  -- Without a touching point the gap never closes.
  have hne : ∀ k, halfGap (H k) ≠ 0 := by
    intro k h0
    have h1 := (Real.sqrt_eq_zero (by positivity)).1 h0
    have hb : ‖H k 0 1‖ ^ 2 = 0 := by
      linarith [sq_nonneg ‖H k 0 1‖, sq_nonneg ‖H k 0 0 - H k 1 1‖]
    have ha : ‖H k 0 0 - H k 1 1‖ ^ 2 = 0 := by linarith
    have hB : H k 0 1 = 0 := norm_eq_zero.1 ((pow_eq_zero_iff two_ne_zero).1 hb)
    have hA := sub_eq_zero.1 (norm_eq_zero.1 ((pow_eq_zero_iff two_ne_zero).1 ha))
    have h10 : H k 1 0 = 0 := by rw [← (hherm k).apply 1 0, hB, star_zero]
    obtain ⟨E, hE⟩ : ∃ E : ℝ, H k 0 0 = E :=
      ⟨_, (Complex.conj_eq_iff_re.1 ((hherm k).apply 0 0)).symm⟩
    have h11 : H k 1 1 = E := hA.symm.trans hE
    refine hcon ⟨k, E, ?_⟩
    ext i j
    fin_cases i <;> fin_cases j <;> simp [hE, hB, h10, h11]
  have hgc : Continuous fun k => halfGap (H k) :=
    Real.continuous_sqrt.comp
      (((((hH.matrix_elem 0 0).sub (hH.matrix_elem 1 1)).norm.pow 2).div_const 4).add
        ((hH.matrix_elem 0 1).norm.pow 2))
  have hi : Continuous fun k => (halfGap (H k) : ℂ)⁻¹ :=
    (Complex.continuous_ofReal.comp hgc).inv₀ fun k => Complex.ofReal_ne_zero.2 (hne k)
  have h1 : Continuous fun _ : ℝ => (1 : M₂) := continuous_const
  have hP : Continuous fun k => upperBand (H k) :=
    (h1.add (hi.smul (hH.sub
      ((hH.matrix_trace.div_const 2).smul h1)))).const_smul (1 / 2 : ℂ)
  -- The upper band alone would then be an isolated single band.
  have h21 : 2 ∣ 1 := screw_dvd_band_number two_pos hP hS
    (fun k => congrArg upperBand (hHp k)) hSp
    (fun k => by
      simp only [upperBand, Matrix.smul_mul, Matrix.mul_smul, Matrix.add_mul,
        Matrix.mul_add, Matrix.sub_mul, Matrix.mul_sub, Matrix.one_mul, Matrix.mul_one, hc k])
    hsq (fun k => upperBand_isBandProjector (hherm k) (hne k))
  omega

/-- Half-translation of a chain with two equivalent sites per cell. -/
def halfShift (k : ℝ) : M₂ := !![0, phase k; 1, 0]

/-- Bloch Hamiltonian of the chain with equal hoppings within and between cells. -/
def uniformChain (k : ℝ) : M₂ := !![0, 1 + phase k; 1 + conj (phase k), 0]

/-- The uniform chain and its half-translation are continuous, `2π`-periodic and commute;
the Hamiltonian is Hermitian and the half-translation squares to `exp(ik)`. -/
theorem screw_forces_touching_witness :
    Continuous uniformChain ∧ Continuous halfShift ∧
    Function.Periodic uniformChain (2 * Real.pi) ∧
    Function.Periodic halfShift (2 * Real.pi) ∧
    (∀ k, (uniformChain k).IsHermitian) ∧
    (∀ k, uniformChain k * halfShift k = halfShift k * uniformChain k) ∧
    ∀ k, halfShift k ^ 2 = phase k • 1 := by
  have hcont : Continuous phase := by unfold phase; fun_prop
  have hper : ∀ k, phase (k + 2 * Real.pi) = phase k := by
    intro k
    simp [phase, add_mul, Complex.exp_add]
  have hz : ∀ k, phase k * conj (phase k) = 1 := by
    intro k
    rw [Complex.mul_conj', phase, Complex.norm_exp_ofReal_mul_I]
    simp
  refine ⟨continuous_matrix fun i j => ?_, continuous_matrix fun i j => ?_,
    fun k => by simp only [uniformChain, hper], fun k => by simp only [halfShift, hper],
    fun k => ?_, fun k => ?_, fun k => ?_⟩
  · fin_cases i <;> fin_cases j
    exacts [continuous_const, continuous_const.add hcont,
      continuous_const.add (Complex.continuous_conj.comp hcont), continuous_const]
  · fin_cases i <;> fin_cases j
    exacts [continuous_const, hcont, continuous_const, continuous_const]
  · ext i j
    fin_cases i <;> fin_cases j <;> simp [uniformChain]
  · ext i j
    fin_cases i <;> fin_cases j <;>
      simp [uniformChain, halfShift, Matrix.mul_apply, Fin.sum_univ_two]
    · linear_combination -hz k
    · linear_combination hz k
  · ext i j
    fin_cases i <;> fin_cases j <;>
      simp [halfShift, pow_two, Matrix.mul_apply, Fin.sum_univ_two]

end

end ScrewBands
```

```lean
#print axioms ScrewBands.screw_forces_touching
-- 'ScrewBands.screw_forces_touching' depends on axioms: [propext, Classical.choice, Quot.sound]
```

## Bands, projectors and screws as Lean objects

`screw_dvd_band_number` is the counting rule. The finite type `d` labels the orbitals in a cell, `phase k` is $e^{ik}$, and `hpow` says that $n$ screws make one lattice translation. `IsBandProjector r P` supplies the factors $A$ and $B$ with `B * A = 1`. An orthogonal projector is the case $B=A^\dagger$, with orthonormal columns in $A$. The factors are chosen separately at each $k$, so no smooth or periodic gauge for the eigenvectors is assumed.

`screw_forces_touching` is the two-band statement. Its hypotheses are continuity and periodicity of `H` and `S`, Hermiticity of `H`, the commutation relation, and $S^2=e^{ik}\mathbb 1$. Unitarity of `S` is not required, so the physical unitary case is included.

The lemmas follow the derivation:

- `dvd_of_periodic_root` treats the periodic root. Its constant `c` is $-ir/n$, `constant_of_mapsTo` makes $g$ constant, and `Complex.exp_eq_one_iff` supplies the integer.
- `restricted_pow` obtains the power formula by induction on $n$.
- `det_phase` exchanges $AB$ for $BA$ with `det_one_add_mul_comm`.
- `isBandProjector_one` writes the column and row explicitly, with separate cases for `P 0 0` zero and nonzero.
- `upperBand_isBandProjector` computes the trace and determinant of the upper-band projector; `halfGap` is $\Delta$.

The final theorem assumes that no touching point exists, shows that `halfGap` never vanishes, and applies the counting rule to `upperBand`. The resulting `2 ∣ 1` is refuted by `omega`.

`screw_forces_touching_witness` verifies all the hypotheses for a chain with two equivalent sites per cell and equal hoppings. There $H_{01}=1+e^{ik}$, which vanishes at $k=\pi$. In this simple example the half-translation is itself a lattice translation, so the two bands are a single band of the chain with half the period, folded into the smaller Brillouin zone.

## Periodic gauge, exact symmetry and an unlocated crossing

The theorems use the convention in which the Bloch matrices themselves repeat after $2\pi$. Codes that put orbital positions into the Bloch phases often have matrices that repeat only up to a unitary transformation, and these must be converted first. For `S`, periodicity up to a sign is not enough: $S(k)=e^{ik/2}\mathbb 1$ satisfies $S^2=e^{ik}\mathbb 1$ and commutes with every $H(k)$, including gapped ones.

The touching theorem gives existence only. It does not locate $k$, count the crossings or describe the dispersion near them. It concerns the matrices as functions of continuous $k$ with exact commutation; if truncation or fitting breaks the symmetry slightly, the approximate Hamiltonian can have a small gap at every $k$, even though the exactly symmetric one has a touching point.

For more than two bands, continuity of the projector is a hypothesis, and the file does not derive it from a spectral gap. The model has finitely many orbitals and no interactions. In a three-dimensional crystal, it applies along a line of momenta that the screw leaves invariant, with a translation of $1/n$ of the lattice period, provided that the Bloch matrices repeat when $k$ advances by $2\pi$ along that line. In some centred lattices they repeat only after $4\pi$, and the rule as stated does not apply. For spin-1/2 electrons the $n$-th power of the screw has an extra minus sign, which is removed by multiplying $S$ by the constant $e^{i\pi/n}$.
